# For a finite-dimensional density matrix, the ratios tr ρ^(m+1) / tr ρ^m are nondecreasing in m and converge to the largest eigenvalue

## Do more copies always tighten the estimate of the dominant weight?

A noisy circuit that should prepare a molecular ground state gives me a mixed state ρ instead. With joint measurements on several copies I can estimate tr ρ², tr ρ³ and so on, as in virtual distillation. I would like to know how much weight the dominant eigenvector carries in ρ, and the ratio tr ρ^(m+1) / tr ρ^m looks like a natural estimate. Can it get worse when I add a copy, or overshoot? And does it still converge if the two largest eigenvalues are equal, so that there is no single dominant eigenvector?

## The ratios never fall, never overshoot, and need no spectral gap

Let ρ act on a space of finite dimension d, with eigenvalues p_i ≥ 0 that sum to one, and let L be the largest of them. Write M_m = tr ρ^m and R_m = M_(m+1) / M_m, so that R_m takes joint measurements on up to m+1 copies in the scheme above. In the eigenbasis of ρ,

M_m = Σ_i p_i^m.

Some p_i is positive, since they sum to one, so every M_m is positive and the ratios are well defined.

**Another copy never lowers the exact ratio.** The Cauchy-Schwarz inequality, applied to the vectors with entries p_i^(m/2) and p_i^((m+2)/2), gives

M_(m+1)² ≤ M_m M_(m+2).

Dividing by M_m M_(m+1) gives R_m ≤ R_(m+1).

**No overshoot.** Subtracting the two power sums term by term gives

L M_m − M_(m+1) = Σ_i p_i^m (L − p_i) ≥ 0,

and division by M_m gives R_m ≤ L.

**Convergence.** For 0 ≤ x ≤ L, factor

L^(m+1) − x^(m+1) = (L − x)(L^m + L^(m−1) x + … + x^m).

The second bracket has m+1 terms, each at least x^m, so

(m+1) x^m (L − x) ≤ L^(m+1) − x^(m+1) ≤ L^(m+1).

Put x = p_i and sum over the d eigenvalues:

(m+1)(L M_m − M_(m+1)) ≤ d L^(m+1).

Since L^m is one of the terms of M_m, we have M_m ≥ L^m, and therefore

0 ≤ L − R_m ≤ d L / (m+1).

The right-hand side tends to zero for fixed d, whether or not L is degenerate. The bound says something new only once m+1 exceeds d, which is a large number for a many-qubit register. For a fixed ρ with some eigenvalue below L, let q be the largest such eigenvalue. Dividing Σ_i p_i^m (L − p_i) by M_m ≥ L^m gives L − R_m ≤ d L (q/L)^m, so the error decays at least geometrically, at a rate that is slow when q is close to L. This second bound is not among the Lean theorems.

**When the estimate is exact.** For m ≥ 1, R_m = L holds exactly when every term p_i^m (L − p_i) vanishes, that is, when each eigenvalue is 0 or L. Such a ρ is either pure or an equal mixture over a subspace. Also, R_1 = tr ρ² because tr ρ = 1, so every R_m with m ≥ 1 is at least as good a lower bound on L as the purity.

### A degenerate example with eigenvalues 0.4, 0.4 and 0.2

The moments are

M_1 = 1, M_2 = 0.36, M_3 = 0.136, M_4 = 0.0528,

and the ratios are

R_1 = 0.36, R_2 ≈ 0.378, R_3 ≈ 0.388.

They climb towards 0.4, the weight of each of the two leading eigenvectors, and not towards their combined weight 0.8. At m = 3 the true error is about 0.012, while the general bound allows 3 · 0.4 / 4 = 0.3.

### Density matrices, moments and L in Lean

The state is a complex matrix `ρ` indexed by a finite type `n`, so d is `Fintype.card n`. The structure `IsDensityMatrix` requires it to be positive semidefinite with trace one. `moment ρ m` is the real part of tr ρ^m; `trace_pow_eq_sum` shows that for a Hermitian matrix this trace is real, so nothing is discarded. `ratio ρ m` is R_m.

The hypothesis `IsGreatest (spectrum ℝ ρ) L` says that L is a real eigenvalue of ρ and that no other exceeds it. Nothing is assumed about its multiplicity.

The main theorem, `ratio_monotone_tendsto`, states that the ratios are nondecreasing, that each is at most L, and that they converge to L. It includes m = 0, where the ratio is 1/d. The error bound is `ratio_error`, the condition for exactness is `ratio_eq_iff`, and the comparison with the purity is `purity_le_ratio`; the last two require m ≥ 1.

The step left to the experiment is the identification of the measured numbers with tr ρ^m. For joint measurements it is justified when the copies are identical and uncorrelated and the measurement itself adds no error. Even then, with finitely many shots the estimated ratios can fluctuate out of order or above L.

In virtual distillation an observable O is estimated by tr(O ρ^m) / tr ρ^m, and R_m is the case O = ρ; the theorems concern this finite-dimensional special case and do not bound the error of an energy. Nor is L in general the fidelity with the intended ground state, because noise can also rotate the dominant eigenvector.

```lean
import Mathlib

open Matrix Filter Topology
open scoped ComplexOrder

namespace VirtualDistillationRatios

noncomputable section

variable {n : Type*} [Fintype n] [DecidableEq n]

/-- A density matrix: positive semidefinite with trace one. -/
structure IsDensityMatrix (ρ : Matrix n n ℂ) : Prop where
  posSemidef : ρ.PosSemidef
  trace_one : ρ.trace = 1

/-- The `m`-copy moment, the real part of `tr ρ^m`. -/
def moment (ρ : Matrix n n ℂ) (m : ℕ) : ℝ := (trace (ρ ^ m)).re

/-- The ratio of successive moments, equal to `tr ρ^(m+1) / tr ρ^m` for a density matrix; meant for
matrices whose `m`-copy moment is nonzero. -/
def ratio (ρ : Matrix n n ℂ) (m : ℕ) : ℝ := moment ρ (m + 1) / moment ρ m

/-- The trace of a power of a Hermitian matrix is the sum of the powers of its eigenvalues. -/
theorem trace_pow_eq_sum {ρ : Matrix n n ℂ} (hA : ρ.IsHermitian) (m : ℕ) :
    trace (ρ ^ m) = ((∑ i, hA.eigenvalues i ^ m : ℝ) : ℂ) := by
  have h := hA.spectral_theorem
  -- the power acts on the diagonal factor alone
  have hp : ρ ^ m = Unitary.conjStarAlgAut ℂ _ hA.eigenvectorUnitary
      (diagonal (RCLike.ofReal ∘ hA.eigenvalues) ^ m) := by
    rw [map_pow, ← h]
  rw [hp, Unitary.conjStarAlgAut_apply, Matrix.trace_mul_cycle,
    Unitary.coe_star_mul_self, one_mul, Matrix.diagonal_pow, Matrix.trace_diagonal]
  simp

/-- A density matrix has nonnegative weights that sum to one, run through its spectrum,
and give every moment as a power sum. -/
theorem exists_weights {ρ : Matrix n n ℂ} (h : IsDensityMatrix ρ) :
    ∃ p : n → ℝ, (∀ i, 0 ≤ p i) ∧ ∑ i, p i = 1 ∧ Set.range p = spectrum ℝ ρ ∧
      ∀ m, moment ρ m = ∑ i, p i ^ m := by
  have hA := h.posSemidef.isHermitian
  refine ⟨hA.eigenvalues, h.posSemidef.eigenvalues_nonneg, ?_,
    hA.spectrum_real_eq_range_eigenvalues.symm, fun m => ?_⟩
  · have h1 := trace_pow_eq_sum hA 1
    simp only [pow_one] at h1
    rw [h.trace_one] at h1
    exact_mod_cast h1.symm
  · rw [moment, trace_pow_eq_sum hA, Complex.ofReal_re]

/-- All moments of a density matrix are strictly positive. -/
theorem moment_pos {ρ : Matrix n n ℂ} (h : IsDensityMatrix ρ) (m : ℕ) : 0 < moment ρ m := by
  obtain ⟨p, hp, hsum, -, hm⟩ := exists_weights h
  obtain ⟨i, hi⟩ : ∃ i, 0 < p i := by
    by_contra hn
    have hn' : ∀ i, p i ≤ 0 := fun i => le_of_not_gt fun hi => hn ⟨i, hi⟩
    have := Finset.sum_nonpos (fun i (_ : i ∈ Finset.univ) => hn' i)
    linarith
  rw [hm]
  exact Finset.sum_pos' (fun j _ => pow_nonneg (hp j) m) ⟨i, Finset.mem_univ i, pow_pos hi m⟩

/-- The moments of a density matrix are log-convex in the number of copies. -/
theorem moment_sq_le {ρ : Matrix n n ℂ} (h : IsDensityMatrix ρ) (m : ℕ) :
    moment ρ (m + 1) ^ 2 ≤ moment ρ m * moment ρ (m + 1 + 1) := by
  obtain ⟨p, hp, -, -, hm⟩ := exists_weights h
  rw [hm, hm, hm]
  -- Cauchy-Schwarz for the power sums
  exact Finset.sum_sq_le_sum_mul_sum_of_sq_le_mul _ (fun i _ => pow_nonneg (hp i) _)
    (fun i _ => pow_nonneg (hp i) _) (fun i _ => le_of_eq (by ring))

/-- For `0 ≤ x ≤ L`, the product `(m+1) x^m (L - x)` is at most `L^(m+1) - x^(m+1)`. -/
theorem pow_mul_gap_le {x L : ℝ} (hx : 0 ≤ x) (hxL : x ≤ L) (m : ℕ) :
    ((m : ℝ) + 1) * (x ^ m * (L - x)) ≤ L ^ (m + 1) - x ^ (m + 1) := by
  induction m with
  | zero => simp
  | succ m ih =>
    have h1 := mul_le_mul_of_nonneg_left ih hx
    have h2 : 0 ≤ (L - x) * (L ^ (m + 1) - x ^ (m + 1)) :=
      mul_nonneg (sub_nonneg.2 hxL) (sub_nonneg.2 (pow_le_pow_left₀ hx hxL _))
    push_cast
    ring_nf at h1 h2 ⊢
    linarith

/-- If `L` is the largest eigenvalue of a density matrix of dimension `d`, the ratio of
successive moments lies below `L` by at most `d L / (m+1)`. -/
theorem ratio_error {ρ : Matrix n n ℂ} (h : IsDensityMatrix ρ) {L : ℝ}
    (hL : IsGreatest (spectrum ℝ ρ) L) (m : ℕ) :
    0 ≤ L - ratio ρ m ∧ L - ratio ρ m ≤ Fintype.card n * L / ((m : ℝ) + 1) := by
  have hM := moment_pos h m
  obtain ⟨p, hp, -, hr, hm⟩ := exists_weights h
  rw [← hr] at hL
  obtain ⟨⟨i₀, hi₀⟩, hub⟩ := hL
  have hle : ∀ i, p i ≤ L := fun i => hub ⟨i, rfl⟩
  have hL0 : 0 ≤ L := hi₀ ▸ hp i₀
  have key : L * moment ρ m - moment ρ (m + 1) = ∑ i, p i ^ m * (L - p i) := by
    rw [hm, hm, Finset.mul_sum, ← Finset.sum_sub_distrib]
    exact Finset.sum_congr rfl fun i _ => by ring
  have e : L - ratio ρ m = (L * moment ρ m - moment ρ (m + 1)) / moment ρ m := by
    rw [ratio, sub_div, mul_div_cancel_right₀ _ hM.ne']
  rw [e]
  constructor
  · rw [key]
    exact div_nonneg (Finset.sum_nonneg fun i _ =>
      mul_nonneg (pow_nonneg (hp i) m) (sub_nonneg.2 (hle i))) hM.le
  · -- each eigenvalue contributes at most `L^(m+1)`, and `L^m` is one term of the moment
    have h1 : ((m : ℝ) + 1) * ∑ i, p i ^ m * (L - p i) ≤ Fintype.card n * L ^ (m + 1) := by
      rw [Finset.mul_sum]
      calc ∑ i, ((m : ℝ) + 1) * (p i ^ m * (L - p i)) ≤ ∑ _i : n, L ^ (m + 1) :=
            Finset.sum_le_sum fun i _ => (pow_mul_gap_le (hp i) (hle i) m).trans
              (sub_le_self _ (pow_nonneg (hp i) _))
        _ = Fintype.card n * L ^ (m + 1) := by simp
    have h2 : L ^ m ≤ moment ρ m := by
      rw [hm, ← hi₀]
      exact Finset.single_le_sum (f := fun i => p i ^ m)
        (fun i _ => pow_nonneg (hp i) m) (Finset.mem_univ i₀)
    have h3 : (Fintype.card n * L) * L ^ m ≤ (Fintype.card n * L) * moment ρ m :=
      mul_le_mul_of_nonneg_left h2 (by positivity)
    rw [div_le_div_iff₀ hM (by positivity), key]
    rw [pow_succ] at h1
    linarith

/-- For a density matrix with largest eigenvalue `L`, the ratios `tr ρ^(m+1) / tr ρ^m` are
nondecreasing in `m`, are lower bounds on `L`, and converge to `L`. -/
theorem ratio_monotone_tendsto {ρ : Matrix n n ℂ} (h : IsDensityMatrix ρ) {L : ℝ}
    (hL : IsGreatest (spectrum ℝ ρ) L) :
    Monotone (ratio ρ) ∧ (∀ m, ratio ρ m ≤ L) ∧ Tendsto (ratio ρ) atTop (𝓝 L) := by
  have hle : ∀ m, ratio ρ m ≤ L := fun m => sub_nonneg.1 (ratio_error h hL m).1
  refine ⟨monotone_nat_of_le_succ fun m => ?_, hle, ?_⟩
  · rw [ratio, ratio, div_le_div_iff₀ (moment_pos h m) (moment_pos h (m + 1))]
    have := moment_sq_le h m
    linarith
  · -- squeeze between `L - d L / (m+1)` and `L`
    have h0 := ((tendsto_one_div_add_atTop_nhds_zero_nat (𝕜 := ℝ)).const_mul
      (Fintype.card n * L)).const_sub L
    rw [mul_zero, sub_zero] at h0
    refine tendsto_of_tendsto_of_tendsto_of_le_of_le h0 tendsto_const_nhds (fun m => ?_) hle
    have := (ratio_error h hL m).2
    show L - Fintype.card n * L * (1 / ((m : ℝ) + 1)) ≤ ratio ρ m
    rw [mul_one_div]
    linarith

/-- For `m ≥ 1`, the ratio equals the largest eigenvalue `L` of a density matrix exactly when
every eigenvalue is `0` or `L`. -/
theorem ratio_eq_iff {ρ : Matrix n n ℂ} (h : IsDensityMatrix ρ) {L : ℝ}
    (hL : IsGreatest (spectrum ℝ ρ) L) {m : ℕ} (hm1 : 1 ≤ m) :
    ratio ρ m = L ↔ ∀ μ ∈ spectrum ℝ ρ, μ = 0 ∨ μ = L := by
  have hm0 : m ≠ 0 := by omega
  obtain ⟨p, hp, -, hr, hm⟩ := exists_weights h
  rw [← hr] at hL ⊢
  have hle : ∀ i, p i ≤ L := fun i => hL.2 ⟨i, rfl⟩
  have key : L * moment ρ m - moment ρ (m + 1) = ∑ i, p i ^ m * (L - p i) := by
    rw [hm, hm, Finset.mul_sum, ← Finset.sum_sub_distrib]
    exact Finset.sum_congr rfl fun i _ => by ring
  rw [Set.forall_mem_range, ratio, div_eq_iff (moment_pos h m).ne']
  constructor
  · intro e i
    -- a vanishing sum of nonnegative terms vanishes term by term
    have hz : ∑ i, p i ^ m * (L - p i) = 0 := by linarith
    have hi := (Finset.sum_eq_zero_iff_of_nonneg fun i _ =>
      mul_nonneg (pow_nonneg (hp i) m) (sub_nonneg.2 (hle i))).1 hz i (Finset.mem_univ i)
    rcases mul_eq_zero.1 hi with a | a
    · exact Or.inl ((pow_eq_zero_iff hm0).1 a)
    · exact Or.inr (by linarith)
  · intro H
    have hz : ∑ i, p i ^ m * (L - p i) = 0 :=
      Finset.sum_eq_zero fun i _ => by rcases H i with a | a <;> simp [a, hm0]
    linarith

/-- For a density matrix with largest eigenvalue `L` and `m ≥ 1`, the ratio lies between the
purity `tr ρ^2` and `L`. -/
theorem purity_le_ratio {ρ : Matrix n n ℂ} (h : IsDensityMatrix ρ) {L : ℝ}
    (hL : IsGreatest (spectrum ℝ ρ) L) {m : ℕ} (hm : 1 ≤ m) :
    moment ρ 2 ≤ ratio ρ m ∧ ratio ρ m ≤ L := by
  obtain ⟨hmono, hle, -⟩ := ratio_monotone_tendsto h hL
  have h1 : moment ρ 1 = 1 := by simp [moment, h.trace_one]
  have h2 : ratio ρ 1 = moment ρ 2 := by simp [ratio, h1]
  exact ⟨h2 ▸ hmono hm, hle m⟩

end

end VirtualDistillationRatios
```

```lean
#print axioms VirtualDistillationRatios.ratio_monotone_tendsto
#print axioms VirtualDistillationRatios.ratio_eq_iff
#print axioms VirtualDistillationRatios.purity_le_ratio
```

```
'VirtualDistillationRatios.ratio_monotone_tendsto' depends on axioms: [propext, Classical.choice, Quot.sound]
'VirtualDistillationRatios.ratio_eq_iff' depends on axioms: [propext, Classical.choice, Quot.sound]
'VirtualDistillationRatios.purity_le_ratio' depends on axioms: [propext, Classical.choice, Quot.sound]
```

### From the spectral theorem to the squeeze

`trace_pow_eq_sum` writes ρ as a diagonal matrix conjugated by the unitary of eigenvectors. Conjugation respects products, so `map_pow` moves the power onto the diagonal factor, and cyclicity of the trace removes the unitary. `exists_weights` then collects what the later proofs use: nonnegative numbers `p i` that sum to one, run through the spectrum, and give every moment as a power sum. `moment_pos` finds a positive weight by contradiction, since otherwise the sum could not be one.

`moment_sq_le` is the Cauchy-Schwarz step. The Mathlib lemma used there takes the termwise relation between the square of p_i^(m+1) and the product p_i^m · p_i^(m+2), so no half-integer powers appear.

`pow_mul_gap_le` proves the elementary inequality by induction instead of factoring. The case m is multiplied by x, and the nonnegative product (L − x)(L^(m+1) − x^(m+1)) supplies what is missing for the case m+1.

In `ratio_error`, the equation `key` is the identity for L M_m − M_(m+1). Its terms are nonnegative, which gives the lower half of the claim. For the upper half, `h1` sums the elementary inequality over all eigenvalues, `h2` is L^m ≤ M_m, and `h3` multiplies `h2` by d L; clearing denominators leaves a linear combination of these.

`ratio_monotone_tendsto` gets monotonicity by cross-multiplying neighbouring ratios, which is allowed because the moments are positive, and then applying `moment_sq_le`. For the limit it squeezes the ratio between L − d L / (m+1) and L.

`ratio_eq_iff` uses `key` again: a sum of nonnegative terms is zero only if each term is. The condition m ≥ 1 enters when p_i^m = 0 is turned into p_i = 0, and in the converse, where a zero eigenvalue must contribute nothing. Finally, `purity_le_ratio` identifies the ratio at m = 1 with the purity and applies monotonicity.
